# A residual norm brackets an eigenvalue of a Hermitian matrix

Take the Pauli matrix $\sigma_x=\begin{pmatrix}0&1\\1&0\end{pmatrix}$, the trial vector $x=(1,0)$ and a real number $s$, the shift, regarded as a guess for an eigenvalue. The eigenvalues are $\pm1$ with orthonormal eigenvectors $u_\pm=(1,\pm1)/\sqrt2$, and $x=(u_++u_-)/\sqrt2$. The residual $r(s)=\sigma_x x-sx$ multiplies each component by its eigenvalue minus $s$, so
$$\|r(s)\|^2=\tfrac12(1-s)^2+\tfrac12(-1-s)^2 .$$
This is an average of squared distances from $s$ to the eigenvalues, with weights adding to one, and an average is at least its smallest term. Some eigenvalue therefore lies within $\|r(s)\|$ of $s$. At $s=0$ the residual norm and both distances equal $1$.

## Objects

```lean
import Mathlib

open Matrix

namespace ResidualBound

noncomputable section

variable {𝕜 E : Type*} [RCLike 𝕜] [NormedAddCommGroup E] [InnerProductSpace 𝕜 E]
```

The field `𝕜` is $\mathbb R$ or $\mathbb C$, and `E` is an inner product space over it. The product $\langle\cdot,\cdot\rangle$, written `inner 𝕜`, is conjugate-linear in its first argument, as in Dirac notation. For a linear operator $T$ on $E$, a vector $x$ and a real $s$, the residual is $r(s)=Tx-sx$.

```lean
/-- The residual `T x - s x` of the trial vector `x` with the real shift `s`. -/
def residual (T : E →ₗ[𝕜] E) (s : ℝ) (x : E) : E := T x - (s : 𝕜) • x
```

The number $\rho=\operatorname{Re}\langle x,Tx\rangle$ is not divided by $\|x\|^2$. For symmetric $T$ the number $\langle x,Tx\rangle$ is real, and when $\|x\|=1$ it is the Rayleigh quotient, the expectation value of $T$ in the state $x$. For a general $T$ and $\|x\|=1$, $\rho$ is the real part of the Rayleigh quotient.

```lean
/-- The real part of the expectation value `⟨x, T x⟩`, the Rayleigh quotient when `x` is a
unit vector. -/
def rayleigh (T : E →ₗ[𝕜] E) (x : E) : ℝ := RCLike.re (inner 𝕜 x (T x))
```

A matrix $A$ indexed by a finite set `n` acts by $x\mapsto Ax$ on `EuclideanSpace 𝕜 n`, whose norm is $\|x\|^2=\sum_i|x_i|^2$.

```lean
/-- The operator on Euclidean space given by multiplication with the matrix `A`. -/
def op {n : Type*} [Fintype n] (A : Matrix n n 𝕜) :
    EuclideanSpace 𝕜 n →ₗ[𝕜] EuclideanSpace 𝕜 n where
  toFun x := WithLp.toLp 2 (A *ᵥ x.ofLp)
  map_add' x y := by ext i; simp [Matrix.mulVec_add]
  map_smul' c x := by ext i; simp [Matrix.mulVec_smul]
```

## Symmetry and finite dimension

`T.IsSymmetric` means $\langle Tx,y\rangle=\langle x,Ty\rangle$ for all $x,y$; in finite dimension this says that $T$ is self-adjoint, an observable. Finite dimension $m$ is the case of a finite basis set or of finitely many spins. Together they give real eigenvalues $l_0,\dots,l_{m-1}$, repeated according to multiplicity, and an orthonormal basis $u_0,\dots,u_{m-1}$ with $Tu_i=l_iu_i$. With the overlaps $c_i=\langle u_i,x\rangle$, symmetry moves $T$ onto the eigenvector:
$$\langle u_i,r(s)\rangle=\langle Tu_i,x\rangle-s\,c_i=(\overline{l_i}-s)\,c_i=(l_i-s)\,c_i .$$
Parseval's identity for $r(s)$ then gives
$$\|r(s)\|^2=\sum_i(l_i-s)^2|c_i|^2 .$$

```lean
/-- For a symmetric operator in finite dimension, the squared residual norm is the sum of `(l i - s) ^ 2` over the eigenvalues, weighted
by the squared overlaps of `x` with the orthonormal eigenvectors. -/
theorem norm_sq_residual [FiniteDimensional 𝕜 E] {T : E →ₗ[𝕜] E} (hT : T.IsSymmetric)
    {m : ℕ} (hm : Module.finrank 𝕜 E = m) (s : ℝ) (x : E) :
    ‖residual T s x‖ ^ 2 =
      ∑ i, (hT.eigenvalues hm i - s) ^ 2 * ‖inner 𝕜 (hT.eigenvectorBasis hm i) x‖ ^ 2 := by
  rw [← (hT.eigenvectorBasis hm).sum_sq_norm_inner_right (residual T s x)]
  refine Finset.sum_congr rfl fun i _ => ?_
  -- each eigen-component of `x` is multiplied by `l i - s`
  have hc : inner 𝕜 (hT.eigenvectorBasis hm i) (residual T s x) =
      ((hT.eigenvalues hm i - s : ℝ) : 𝕜) * inner 𝕜 (hT.eigenvectorBasis hm i) x := by
    rw [residual, inner_sub_right, ← hT (hT.eigenvectorBasis hm i) x,
      hT.apply_eigenvectorBasis hm i, inner_smul_left, inner_smul_right, RCLike.conj_ofReal]
    push_cast
    ring
  rw [hc, norm_mul, mul_pow, RCLike.norm_ofReal, sq_abs]
```

Here $l_i$ is `hT.eigenvalues hm i` and $u_i$ is `hT.eigenvectorBasis hm i`; this spectral decomposition is taken from Mathlib and needs both hypotheses. The first rewrite is Parseval. The claim `hc` is the component formula, in which `← hT (hT.eigenvectorBasis hm i) x` is the use of symmetry and `RCLike.conj_ofReal` removes the conjugate. Because $s$ is real, $|l_i-s|^2$ becomes an ordinary square through `RCLike.norm_ofReal` and `sq_abs`.

Without symmetry the residual bound derived in the next section can fail, as the matrix `shear` below shows. Without finite dimension an eigenvalue need not exist: multiplication by the coordinate on $L^2[0,1]$ is symmetric and has none. Apart from the theorems on `pauliX` and `shear`, the counter-examples in the prose are worked on paper and were not passed to Lean.

## A nonzero, then a normalised, trial vector

Choose $i$ with $(l_i-s)^2\le(l_j-s)^2$ for all $j$. Bounding every factor from below and applying Parseval to $x$,
$$\|r(s)\|^2\ge(l_i-s)^2\sum_j|c_j|^2=(l_i-s)^2\|x\|^2 ,$$
and the square root gives $|l_i-s|\,\|x\|\le\|r(s)\|$. The inequality does not use $x\ne0$; the choice of $i$ does, since a nonzero vector forces $m\ge1$ and the zero-dimensional space has no eigenvalue to choose.

```lean
/-- For a symmetric operator in finite dimension, a nonzero vector `x` and a real shift `s`, some real
eigenvalue `l` satisfies `|l - s| ‖x‖ ≤ ‖T x - s x‖`. -/
theorem exists_eigenvalue_mul_norm_le [FiniteDimensional 𝕜 E] {T : E →ₗ[𝕜] E}
    (hT : T.IsSymmetric) (s : ℝ) {x : E} (hx : x ≠ 0) :
    ∃ l : ℝ, Module.End.HasEigenvalue T (l : 𝕜) ∧ |l - s| * ‖x‖ ≤ ‖residual T s x‖ := by
  have : Nontrivial E := ⟨⟨x, 0, hx⟩⟩
  have hpos : 0 < Module.finrank 𝕜 E := Module.finrank_pos
  have hm : Module.finrank 𝕜 E = Module.finrank 𝕜 E := rfl
  -- the eigenvalue closest to the shift
  obtain ⟨i, -, hi⟩ := Finset.exists_min_image Finset.univ
    (fun j => (hT.eigenvalues hm j - s) ^ 2) ⟨⟨0, hpos⟩, Finset.mem_univ _⟩
  refine ⟨hT.eigenvalues hm i, hT.hasEigenvalue_eigenvalues hm i, ?_⟩
  have h : (|hT.eigenvalues hm i - s| * ‖x‖) ^ 2 ≤ ‖residual T s x‖ ^ 2 := by
    rw [norm_sq_residual hT hm, mul_pow, sq_abs,
      ← (hT.eigenvectorBasis hm).sum_sq_norm_inner_right x, Finset.mul_sum]
    exact Finset.sum_le_sum fun j _ =>
      mul_le_mul_of_nonneg_right (hi j (Finset.mem_univ j)) (sq_nonneg _)
  exact (sq_le_sq₀ (by positivity) (norm_nonneg _)).1 h
```

The theorem says that for symmetric $T$ in finite dimension, real $s$ and $x\neq0$ there is a real eigenvalue $l$ with $|l-s|\,\|x\|\le\|r(s)\|$. The hypothesis `hx` yields `hpos`, which supplies the index that `Finset.exists_min_image` needs to find the closest eigenvalue. `Finset.sum_le_sum` is the term-by-term bound and `sq_le_sq₀` takes the root. The stated conclusion records only that such an eigenvalue exists.

For a normalised state, $\|x\|=1$, the factor disappears and the interval $[s-\|r(s)\|,\,s+\|r(s)\|]$ contains an eigenvalue.

```lean
/-- Residual bound: for a symmetric operator in finite dimension, a unit vector `x` and a real shift `s`, some
real eigenvalue lies within `‖T x - s x‖` of `s`. -/
theorem residual_bound [FiniteDimensional 𝕜 E] {T : E →ₗ[𝕜] E}
    (hT : T.IsSymmetric) (s : ℝ) {x : E} (hx : ‖x‖ = 1) :
    ∃ l : ℝ, Module.End.HasEigenvalue T (l : 𝕜) ∧ |l - s| ≤ ‖residual T s x‖ := by
  have h0 : x ≠ 0 := by
    intro h
    rw [h, norm_zero] at hx
    exact zero_ne_one hx
  obtain ⟨l, hl, h⟩ := exists_eigenvalue_mul_norm_le hT s h0
  rw [hx, mul_one] at h
  exact ⟨l, hl, h⟩
```

The proof uses `hx` twice, to exclude $x=0$ and to remove the factor. Without normalisation the residual shrinks with $x$: for $\sigma_x$, $s=0$ and $x=(\tfrac12,0)$ it has norm $\tfrac12$, while both eigenvalues are at distance $1$.

## The shift identity needs only the unit norm

For real $t$ and $\|x\|=1$,
$$\|Tx-tx\|^2=\|Tx\|^2-2t\operatorname{Re}\langle Tx,x\rangle+t^2\|x\|^2=\|Tx\|^2-2t\rho+t^2 .$$
At $t=\rho$ this is $\|Tx\|^2-\rho^2$, and subtracting it from the value at $t=s$ leaves $s^2-2s\rho+\rho^2$:
$$\|r(s)\|^2=\|r(\rho)\|^2+(s-\rho)^2 .$$

```lean
/-- For a unit vector the squared residual norm at shift `s` equals its value at the
Rayleigh quotient plus the squared distance of `s` from the Rayleigh quotient. -/
theorem norm_sq_residual_shift (T : E →ₗ[𝕜] E) (s : ℝ) {x : E} (hx : ‖x‖ = 1) :
    ‖residual T s x‖ ^ 2 = ‖residual T (rayleigh T x) x‖ ^ 2 + (s - rayleigh T x) ^ 2 := by
  have key : ∀ t : ℝ, ‖residual T t x‖ ^ 2 = ‖T x‖ ^ 2 - 2 * (t * rayleigh T x) + t ^ 2 := by
    intro t
    rw [residual, norm_sub_sq (𝕜 := 𝕜), inner_smul_right, RCLike.re_ofReal_mul,
      inner_re_symm (T x) x, norm_smul, hx, mul_one, RCLike.norm_ofReal, sq_abs, rayleigh]
  rw [key, key]
  ring
```

Neither symmetry nor finite dimension is assumed. The expansion is `key`, where `inner_re_symm` swaps the arguments under the real part and `hx` sets $\|x\|$ to one; `ring` does the subtraction. Since the last term is nonnegative, $s=\rho$ gives the narrowest interval for a given $x$. For symmetric $T$, $\|Tx\|^2=\langle x,T^2x\rangle$, so $\|r(\rho)\|^2$ is the variance of the observable in the state $x$.

## A spectral gap with ordered ends

The same argument gives a bound quadratic in the residual when more is known about the spectrum. Let $a\le b$ be real with no eigenvalue strictly between them. Put $\mu=(a+b)/2$ and $d=(b-a)/2$. The residual bound at $s=\mu$ and the shift identity give an eigenvalue $l$ with
$$(l-\mu)^2\le\|r(\rho)\|^2+(\mu-\rho)^2 .$$
Now $(l-\mu)^2=(l-a)(l-b)+d^2$. If $l\le a$ then $l\le b$, and if $l\ge b$ then $l\ge a$; in both cases the factors share a sign and $(l-a)(l-b)\ge0$. Hence $d^2-(\rho-\mu)^2\le\|r(\rho)\|^2$, and the left side factors as $(d+\rho-\mu)(d-\rho+\mu)$:
$$(\rho-a)(b-\rho)\le\|r(\rho)\|^2 .$$

```lean
/-- If no eigenvalue of a symmetric operator in finite dimension lies strictly between `a` and `b` with `a ≤ b`,
then the Rayleigh quotient `ρ` of a unit vector obeys `(ρ - a) (b - ρ) ≤ ‖T x - ρ x‖ ^ 2`. -/
theorem gap_inequality [FiniteDimensional 𝕜 E] {T : E →ₗ[𝕜] E} (hT : T.IsSymmetric)
    {x : E} (hx : ‖x‖ = 1) {a b : ℝ} (hab : a ≤ b)
    (hgap : ∀ l : ℝ, Module.End.HasEigenvalue T (l : 𝕜) → l ≤ a ∨ b ≤ l) :
    (rayleigh T x - a) * (b - rayleigh T x) ≤ ‖residual T (rayleigh T x) x‖ ^ 2 := by
  -- residual bound at the midpoint of the gap
  obtain ⟨l, hl, h⟩ := residual_bound hT ((a + b) / 2) hx
  have h2 : (l - (a + b) / 2) ^ 2 ≤ ‖residual T ((a + b) / 2) x‖ ^ 2 := by
    rw [← sq_abs]
    exact pow_le_pow_left₀ (abs_nonneg _) h 2
  rw [norm_sq_residual_shift T _ hx] at h2
  have h3 : 0 ≤ (l - a) * (l - b) := by
    rcases hgap l hl with h' | h'
    · exact mul_nonneg_of_nonpos_of_nonpos (by linarith) (by linarith)
    · exact mul_nonneg (by linarith) (by linarith)
  nlinarith [h2, h3]
```

The gap `hgap` is assumed, not derived, and neither $a$ nor $b$ has to be an eigenvalue. The first display is `h2` after the rewrite; `hgap` and `hab` enter only in `h3`, the sign of the product; `nlinarith` does the closing algebra. Both are needed, as $T=0$ in one dimension with $x=1$, $\rho=0$, $r(\rho)=0$ shows. For $a=-1$, $b=1$ the eigenvalue $0$ violates the gap and the claim reads $1\le0$. For $a=1$, $b=-1$ the gap condition holds trivially and the claim again reads $1\le0$.

## The Rayleigh quotient below the upper end

If $\rho<b$, division by the positive number $b-\rho$ keeps the direction of the inequality:
$$\rho-\frac{\|r(\rho)\|^2}{b-\rho}\le a .$$

```lean
/-- Temple bound for a symmetric operator in finite dimension: if no eigenvalue lies strictly between `a` and `b` and the Rayleigh
quotient `ρ` of a unit vector is below `b`, then `ρ - ‖T x - ρ x‖ ^ 2 / (b - ρ) ≤ a`. -/
theorem temple_bound [FiniteDimensional 𝕜 E] {T : E →ₗ[𝕜] E} (hT : T.IsSymmetric)
    {x : E} (hx : ‖x‖ = 1) {a b : ℝ} (hb : rayleigh T x < b)
    (hgap : ∀ l : ℝ, Module.End.HasEigenvalue T (l : 𝕜) → l ≤ a ∨ b ≤ l) :
    rayleigh T x - ‖residual T (rayleigh T x) x‖ ^ 2 / (b - rayleigh T x) ≤ a := by
  have hpos : 0 < b - rayleigh T x := sub_pos.2 hb
  rcases le_total a b with hab | hab
  · have h := (le_div_iff₀ hpos).2 (gap_inequality hT hx hab hgap)
    linarith
  · have h : 0 ≤ ‖residual T (rayleigh T x) x‖ ^ 2 / (b - rayleigh T x) :=
      div_nonneg (sq_nonneg _) hpos.le
    linarith
```

The hypothesis `hb` gives `hpos`, used by `le_div_iff₀` for the division. The order $a\le b$ is no longer assumed: for $b\le a$ one has $\rho<b\le a$ and a nonnegative term is subtracted, which is the second branch. With $a$ the lowest eigenvalue and $b$ a lower bound on the next distinct one, this is Temple's lower bound on the ground-state energy, here for a finite-dimensional Hamiltonian and with $b$ supplied from elsewhere. Without $\rho<b$ it can fail: for $\sigma_x$, $x=u_+$, $a=-1$, $b=0$ the gap is real, $\rho=1$, $r(\rho)=0$, and the claim reads $1\le-1$.

## Hermitian matrices

`A.IsHermitian` is $A^\dagger=A$, and symmetry follows from $\langle Ax,y\rangle=(Ax)^\dagger y=x^\dagger A^\dagger y=x^\dagger Ay=\langle x,Ay\rangle$. The second equality is `Matrix.star_mulVec` and the third is `hA.eq`, the only use of the hypothesis.

```lean
/-- A Hermitian matrix acts as a symmetric operator on Euclidean space. -/
theorem op_isSymmetric {n : Type*} [Fintype n] {A : Matrix n n 𝕜} (hA : A.IsHermitian) :
    (op A).IsSymmetric := by
  intro x y
  rw [EuclideanSpace.inner_eq_star_dotProduct, EuclideanSpace.inner_eq_star_dotProduct]
  show y.ofLp ⬝ᵥ star (A *ᵥ x.ofLp) = (A *ᵥ y.ofLp) ⬝ᵥ star x.ofLp
  rw [Matrix.star_mulVec, hA.eq, dotProduct_comm, ← Matrix.dotProduct_mulVec, dotProduct_comm]
```

The matrix statement reads: for Hermitian $A$, real $s$ and $\|x\|=1$ there are a real $l$ and a vector $v\ne0$ with $Av=lv$ and $|l-s|\le\|Ax-sx\|$. The proof applies `residual_bound` to `op A` and extracts an eigenvector. The vector $v$ is not normalised, and nothing is said about its distance from $x$.

```lean
/-- Residual bound for matrices: for a Hermitian matrix `A`, a unit vector `x` and a real
shift `s`, there is a real `l` with a nonzero eigenvector and `|l - s| ≤ ‖A x - s x‖`. -/
theorem matrix_residual_bound {n : Type*} [Fintype n] {A : Matrix n n 𝕜}
    (hA : A.IsHermitian) (s : ℝ) {x : EuclideanSpace 𝕜 n} (hx : ‖x‖ = 1) :
    ∃ (l : ℝ) (v : n → 𝕜), v ≠ 0 ∧ A *ᵥ v = (l : 𝕜) • v ∧
      |l - s| ≤ ‖residual (op A) s x‖ := by
  obtain ⟨l, hl, h⟩ := residual_bound (op_isSymmetric hA) s hx
  obtain ⟨v, hv⟩ := hl.exists_hasEigenvector
  refine ⟨l, v.ofLp, fun h0 => hv.2 ?_, congrArg WithLp.ofLp hv.apply_eq_smul, h⟩
  ext i
  simpa using congrFun h0 i
```

Iterative eigensolvers of Lanczos or Davidson type commonly test convergence by comparing $\|Ax-\rho x\|$, for a normalised approximation $x$ and $\rho=\operatorname{Re}(x^\dagger Ax)$, with a threshold (the norm is usually obtained from quantities already computed in the iteration rather than from a fresh product $Ax$); the theorem turns that number into an interval around $\rho$ containing an eigenvalue of the finite matrix $A$, in exact arithmetic and with no statement about basis-set error. It does not say which eigenvalue, so a small residual does not identify the ground state, and overlapping intervals from different vectors may contain the same one.

## The two matrices

The matrix of the opening example and the non-symmetric $N=\begin{pmatrix}0&4/3\\0&0\end{pmatrix}$ are defined over $\mathbb R$, with vector components $v_0,v_1$.

```lean
/-- The Pauli matrix `σ_x` with real entries. -/
def pauliX : Matrix (Fin 2) (Fin 2) ℝ := !![0, 1; 1, 0]

/-- A nilpotent, non-symmetric real matrix. -/
def shear : Matrix (Fin 2) (Fin 2) ℝ := !![0, 4 / 3; 0, 0]
```

For $\sigma_x$, $x=(1,0)$ and $s=0$ the residual is $(0,1)$, of norm $1$. The eigenvalue equations $v_1=lv_0$, $v_0=lv_1$ give $(l-1)(l+1)v_0=0$, which is `h2`; $v_0=0$ would force $v=0$, so $l=\pm1$. Whichever eigenvalue the bound provides has $|l-0|=1=\|r(0)\|$, so the bound is attained.

```lean
/-- The matrix `σ_x` is Hermitian, the unit vector `(1, 0)` has residual norm one at shift
zero, and every real eigenvalue is `1` or `-1`. -/
theorem sharpness_witness :
    pauliX.IsHermitian ∧ ‖(!₂[1, 0] : EuclideanSpace ℝ (Fin 2))‖ = 1 ∧
      ‖residual (op pauliX) 0 !₂[1, 0]‖ = 1 ∧
      ∀ (l : ℝ) (v : Fin 2 → ℝ), v ≠ 0 → pauliX *ᵥ v = l • v → l = 1 ∨ l = -1 := by
  refine ⟨?_, ?_, ?_, ?_⟩
  · ext i j
    fin_cases i <;> fin_cases j <;> simp [pauliX]
  · simp [EuclideanSpace.norm_eq, Fin.sum_univ_two]
  · have h : residual (op pauliX) 0 !₂[1, 0] = !₂[0, 1] := by
      ext i
      fin_cases i <;> simp [residual, op, pauliX, dotProduct, Fin.sum_univ_two]
    rw [h]
    simp [EuclideanSpace.norm_eq, Fin.sum_univ_two]
  · intro l v hv h
    have h0 : v 1 = l * v 0 := by
      simpa [pauliX, Matrix.mulVec, dotProduct, Fin.sum_univ_two] using congrFun h 0
    have h1 : v 0 = l * v 1 := by
      simpa [pauliX, Matrix.mulVec, dotProduct, Fin.sum_univ_two] using congrFun h 1
    have h2 : (l - 1) * (l + 1) * v 0 = 0 := by linear_combination (-l) * h0 - h1
    rcases mul_eq_zero.1 h2 with h3 | h3
    · rcases mul_eq_zero.1 h3 with h4 | h4
      · left; linarith
      · right; linarith
    · have h4 : v 1 = 0 := by rw [h0, h3, mul_zero]
      exact absurd (funext (Fin.forall_fin_two.2 ⟨h3, h4⟩)) hv
```

For $N$, $x=(4/5,3/5)$ and $s=1$, $Nx=(4/5,0)$ and the residual is $(0,-3/5)$, of norm $3/5$. The equations $\tfrac43v_1=lv_0$ and $lv_1=0$ with $l\ne0$ give $v_1=0$ and then $v_0=0$, so every real eigenvalue is $0$, at distance $1>3/5$ from the shift. The derivation breaks at its first step: all eigenvectors of $N$ lie along $(1,0)$, and there is no eigenbasis in which to expand $x$.

```lean
/-- For the non-symmetric matrix `shear` the unit vector `(4/5, 3/5)` has residual norm `3/5`
at shift one, while every real eigenvalue is zero. -/
theorem nonHermitian_counterexample :
    ‖(!₂[4 / 5, 3 / 5] : EuclideanSpace ℝ (Fin 2))‖ = 1 ∧
      ‖residual (op shear) 1 !₂[4 / 5, 3 / 5]‖ = 3 / 5 ∧
      ∀ (l : ℝ) (v : Fin 2 → ℝ), v ≠ 0 → shear *ᵥ v = l • v → l = 0 := by
  refine ⟨?_, ?_, ?_⟩
  · rw [EuclideanSpace.norm_eq, Real.sqrt_eq_one]
    norm_num [Fin.sum_univ_two]
  · have h : residual (op shear) 1 !₂[4 / 5, 3 / 5] = !₂[0, -(3 / 5)] := by
      ext i
      fin_cases i <;>
        norm_num [residual, op, shear, Matrix.mulVec, dotProduct, Fin.sum_univ_two]
    rw [h]
    refine (sq_eq_sq₀ (norm_nonneg _) (by norm_num)).1 ?_
    rw [EuclideanSpace.norm_sq_eq]
    norm_num [Fin.sum_univ_two]
  · intro l v hv h
    have h0 : 4 / 3 * v 1 = l * v 0 := by
      simpa [shear, Matrix.mulVec, dotProduct, Fin.sum_univ_two] using congrFun h 0
    have h1 : l * v 1 = 0 := by
      simpa [shear, Matrix.mulVec, dotProduct, Fin.sum_univ_two] using congrFun h 1
    by_contra hl
    have h3 : v 1 = 0 := (mul_eq_zero.1 h1).resolve_left hl
    have h2 : l * v 0 = 0 := by rw [← h0, h3, mul_zero]
    have h4 : v 0 = 0 := (mul_eq_zero.1 h2).resolve_left hl
    exact hv (funext (Fin.forall_fin_two.2 ⟨h4, h3⟩))

end

end ResidualBound
```

```lean
#print axioms ResidualBound.temple_bound
#print axioms ResidualBound.matrix_residual_bound
#print axioms ResidualBound.nonHermitian_counterexample
```

```
'ResidualBound.temple_bound' depends on axioms: [propext, Classical.choice, Quot.sound]
'ResidualBound.matrix_residual_bound' depends on axioms: [propext, Classical.choice, Quot.sound]
'ResidualBound.nonHermitian_counterexample' depends on axioms: [propext, Classical.choice, Quot.sound]
```
